# Changing the mass on r coordinates changes the degeneracy of a harmonic frequency by at most r

After an isotope has been placed in a supercell, the supercell's Γ-point phonon frequencies are recomputed from the same force constants with a new mass matrix, and the new list is compared with the old one. If one atom in three dimensions was changed and a level was d-fold degenerate, the comparison should find at least d − 3 modes still at the old frequency. A shortfall points to an error, such as force constants that changed between the two runs.

## Counting the modes that do not feel the isotope

Take a finite harmonic system with N displacement coordinates u_i, force-constant matrix K and masses m_i. A mode of squared frequency s = ω² satisfies

(K u)_i = s m_i u_i for every i.

Let E be the space of solutions, so that dim E is the degeneracy of s, and dim E = 0 if s is not the squared frequency of any mode. Let new masses m'_i agree with m_i outside a set S of r coordinates, and let E' be the solution space for the new masses at the same s. The claim is

dim E − r ≤ dim E' ≤ dim E + r.

Let R be the space of displacements with u_i = 0 for all i in S. Its dimension is N − r. For u in R, m_i u_i = m'_i u_i at every i: on S both sides vanish, and elsewhere the masses agree. The two equations of motion therefore coincide on R, and

E ∩ R = E' ∩ R.

The dimension formula for subspaces, with dim(E + R) ≤ N, gives

dim(E ∩ R) = dim E + dim R − dim(E + R) ≥ dim E − r.

Hence dim E' ≥ dim(E' ∩ R) = dim(E ∩ R) ≥ dim E − r. Exchanging the roles of m and m' gives the other bound. If dim E > r, then E ∩ R contains a nonzero mode, which keeps its frequency because the changed coordinates do not move in it.

For symmetric K there is a sharper statement. Take u in E and v in E'. Since v·K u = u·K v, subtracting the two equations of motion gives

s Σ_i (m_i − m'_i) v_i u_i = 0.

Suppose only coordinate a changes its mass, s ≠ 0, and some u in E has u_a ≠ 0. Then v_a = 0 for every v in E', so E' = E' ∩ R = E ∩ R. This space lacks u, and it is at most one dimension smaller than E, so dim E' = dim E − 1.

The condition s ≠ 0 is needed here. A single free particle on a line has K = 0 and one mode at s = 0, and changing its mass from 1 to 2 leaves that mode in place.

## Mode spaces in Lean

```lean
import Mathlib

open Matrix Module

namespace IsotopeDegeneracy

variable {n : Type*} [Fintype n] [DecidableEq n]
```

The finite type `n` labels the coordinates, so one atom in three dimensions contributes three labels.

```lean
/-- The space of displacement patterns `u` with `K u = s M u`, where `K` is the force-constant
matrix, `M` the diagonal matrix of the masses `m`, and `s` the squared frequency. -/
def modes (K : Matrix n n ℝ) (m : n → ℝ) (s : ℝ) : Submodule ℝ (n → ℝ) where
  carrier := {u | K *ᵥ u = s • (diagonal m *ᵥ u)}
  add_mem' := by
    intro u v hu hv
    rw [Set.mem_ofPred_eq] at *
    rw [Matrix.mulVec_add, Matrix.mulVec_add, hu, hv, smul_add]
  zero_mem' := by simp
  smul_mem' := by
    intro c u hu
    rw [Set.mem_ofPred_eq] at *
    rw [Matrix.mulVec_smul, Matrix.mulVec_smul, hu, smul_comm]
```

`modes K m s` is E. The vector `u` is the actual displacement, not the mass-weighted one of many textbooks, and it need not be normalised. `K` is any real matrix and `m` any real function; symmetric K and positive masses are the physical case.

```lean
/-- The space of displacement patterns that vanish on every coordinate in `S`. -/
def atRest (S : Finset n) : Submodule ℝ (n → ℝ) where
  carrier := {u | ∀ i ∈ S, u i = 0}
  add_mem' := by
    intro u v hu hv i hi
    rw [Pi.add_apply, hu i hi, hv i hi, add_zero]
  zero_mem' := fun _ _ => rfl
  smul_mem' := by
    intro c u hu i hi
    rw [Pi.smul_apply, hu i hi, smul_zero]
```

`atRest S` is R, and `S.card` is r.

```lean
/-- The equation of motion of a mode, written coordinate by coordinate. -/
theorem mem_modes_iff (K : Matrix n n ℝ) (m : n → ℝ) (s : ℝ) (u : n → ℝ) :
    u ∈ modes K m s ↔ ∀ i, (K *ᵥ u) i = s * (m i * u i) := by
  change K *ᵥ u = s • (diagonal m *ᵥ u) ↔ _
  rw [funext_iff]
  simp only [Pi.smul_apply, smul_eq_mul, Matrix.mulVec_diagonal]
```

This is the equation of motion by components, the form used in the later proofs.

## The two-sided bound

```lean
/-- If two mass assignments agree outside `S`, they have the same modes at rest on `S`,
at each squared frequency `s`. -/
theorem modes_inf_atRest_eq (K : Matrix n n ℝ) (s : ℝ) {m m' : n → ℝ} {S : Finset n}
    (hS : ∀ i, i ∉ S → m i = m' i) :
    modes K m s ⊓ atRest S = modes K m' s ⊓ atRest S := by
  ext u
  simp only [Submodule.mem_inf, mem_modes_iff]
  refine and_congr_left fun hu => forall_congr' fun i => ?_
  have hu' : ∀ i ∈ S, u i = 0 := hu
  -- the inertial force is the same on every coordinate
  have h : m i * u i = m' i * u i := by
    by_cases hi : i ∈ S
    · rw [hu' i hi, mul_zero, mul_zero]
    · rw [hS i hi]
  rw [h]
```

The proof assumes that `u` is at rest on `S` and compares the inertial terms coordinate by coordinate. The case split `by_cases` is the one made by hand.

```lean
omit [DecidableEq n] in
/-- Holding the coordinates in `S` at rest removes exactly `|S|` degrees of freedom. -/
theorem finrank_atRest (S : Finset n) :
    finrank ℝ (atRest S) + S.card = Fintype.card n := by
  let f := LinearMap.funLeft ℝ ℝ (Subtype.val : S → n)
  have hf : Function.Surjective f :=
    LinearMap.funLeft_surjective_of_injective ℝ ℝ _ Subtype.val_injective
  have hker : atRest S = LinearMap.ker f := by
    ext u
    rw [LinearMap.mem_ker]
    constructor
    · intro h
      have h' : ∀ i ∈ S, u i = 0 := h
      exact funext fun i => h' i i.2
    · intro h i hi
      exact congrFun h ⟨i, hi⟩
  have h := LinearMap.finrank_range_add_finrank_ker f
  rw [LinearMap.range_eq_top.2 hf, finrank_top] at h
  simp only [Module.finrank_fintype_fun_eq_card, Fintype.card_coe] at h
  rw [hker]
  omega
```

The map `f` reads off the coordinates in `S`. It is surjective with kernel `atRest S`, so rank–nullity gives dim R + r = N.

```lean
omit [DecidableEq n] in
/-- In any space `E` of displacement patterns, the patterns at rest on `S` form a subspace
whose dimension is smaller by at most `|S|`. -/
theorem finrank_le_inf_atRest_add (E : Submodule ℝ (n → ℝ)) (S : Finset n) :
    finrank ℝ E ≤ finrank ℝ (E ⊓ atRest S : Submodule ℝ (n → ℝ)) + S.card := by
  have h1 := Submodule.finrank_sup_add_finrank_inf_eq E (atRest S)
  have h2 := Submodule.finrank_le (E ⊔ atRest S)
  rw [Module.finrank_fintype_fun_eq_card] at h2
  have h3 := finrank_atRest S
  omega
```

The inequality rests on `Submodule.finrank_sup_add_finrank_inf_eq`, which states

dim(E + R) + dim(E ∩ R) = dim E + dim R.

In Lean `⊔` is the sum of subspaces, not their union, and `⊓` is the intersection. Because `finrank` is a natural number, for which subtraction stops at zero, the formula is written with sums only, and the theorems here likewise put `S.card` on the larger side. What remains is linear arithmetic, which `omega` settles.

```lean
/-- If two mass assignments agree outside `S`, the degeneracies of a given squared frequency `s`
before and after the substitution differ by at most `|S|`. -/
theorem isotope_degeneracy_bounds (K : Matrix n n ℝ) (s : ℝ) {m m' : n → ℝ} {S : Finset n}
    (hS : ∀ i, i ∉ S → m i = m' i) :
    finrank ℝ (modes K m s) ≤ finrank ℝ (modes K m' s) + S.card ∧
      finrank ℝ (modes K m' s) ≤ finrank ℝ (modes K m s) + S.card := by
  have h1 := finrank_le_inf_atRest_add (modes K m s) S
  have h2 := finrank_le_inf_atRest_add (modes K m' s) S
  -- the common modes at rest on `S` lie in both mode spaces
  have h3 : finrank ℝ (modes K m' s ⊓ atRest S : Submodule ℝ (n → ℝ))
      ≤ finrank ℝ (modes K m' s) := Submodule.finrank_mono inf_le_left
  have h4 : finrank ℝ (modes K m s ⊓ atRest S : Submodule ℝ (n → ℝ))
      ≤ finrank ℝ (modes K m s) := Submodule.finrank_mono inf_le_left
  rw [modes_inf_atRest_eq K s hS] at h1 h4
  constructor <;> omega
```

The same `K` appears on both sides, so the theorem takes for granted that the isotope leaves the force constants unchanged. This holds in the harmonic Born–Oppenheimer picture when both runs use the same reference geometry. In the proof, `h1` and `h2` bound each mode space by its part at rest, `h3` and `h4` place those parts inside the mode spaces, and the rewrite identifies the two parts.

## Modes that keep their frequency

```lean
/-- If the masses change only on `S` and the degeneracy of `s` exceeds `|S|`, then some nonzero
mode at rest on `S` solves the equation of motion with the same `s` before and after. -/
theorem exists_surviving_mode (K : Matrix n n ℝ) (s : ℝ) {m m' : n → ℝ} {S : Finset n}
    (hS : ∀ i, i ∉ S → m i = m' i) (hd : S.card < finrank ℝ (modes K m s)) :
    ∃ u : n → ℝ, u ≠ 0 ∧ u ∈ modes K m s ∧ u ∈ modes K m' s ∧ ∀ i ∈ S, u i = 0 := by
  have hne : modes K m s ⊓ atRest S ≠ ⊥ := by
    intro h
    have h1 := finrank_le_inf_atRest_add (modes K m s) S
    rw [h, finrank_bot] at h1
    omega
  obtain ⟨u, hu, hu0⟩ := Submodule.exists_mem_ne_zero_of_ne_bot hne
  have hu' := hu
  rw [modes_inf_atRest_eq K s hS] at hu'
  exact ⟨u, hu0, hu.1, hu'.1, hu.2⟩
```

If the intersection were zero, the previous inequality would give dim E ≤ r, against `hd`.

```lean
/-- In a `D`-dimensional crystal let only atom `a` change its mass. If `s` is more than `D`-fold
degenerate, a nonzero mode with atom `a` at rest keeps its squared frequency `s`. -/
theorem one_atom_surviving_mode {A : Type*} [Fintype A] [DecidableEq A] {D : ℕ}
    (K : Matrix (A × Fin D) (A × Fin D) ℝ) (s : ℝ) {μ μ' : A → ℝ} (a : A)
    (hμ : ∀ b, b ≠ a → μ b = μ' b)
    (hd : D < finrank ℝ (modes K (fun p => μ p.1) s)) :
    ∃ u : A × Fin D → ℝ, u ≠ 0 ∧ u ∈ modes K (fun p => μ p.1) s ∧
      u ∈ modes K (fun p => μ' p.1) s ∧ ∀ k, u (a, k) = 0 := by
  have hS : ∀ p : A × Fin D, p ∉ ({a} : Finset A) ×ˢ (Finset.univ : Finset (Fin D)) →
      μ p.1 = μ' p.1 := fun p hp => hμ p.1 fun h =>
    hp (Finset.mem_product.2 ⟨Finset.mem_singleton.2 h, Finset.mem_univ _⟩)
  obtain ⟨u, h0, h1, h2, h3⟩ := exists_surviving_mode K s
    (m := fun p => μ p.1) (m' := fun p => μ' p.1) hS (by simpa using hd)
  exact ⟨u, h0, h1, h2, fun k => h3 (a, k) (by simp)⟩
```

Coordinates are now pairs of an atom and a direction, and the mass `μ` depends on the atom alone. The set `S` consists of the `D` coordinates of atom `a`, so more than `D`-fold degeneracy before the substitution guarantees a surviving mode. The condition is sufficient, not necessary: a less degenerate mode also survives if atom `a` happens to be at rest in it.

## When exactly one mode is lost

```lean
/-- For symmetric force constants, a mode `u` of the old crystal and a mode `v` of the new one
at the same `s` satisfy `s ∑ (mᵢ - m'ᵢ) vᵢ uᵢ = 0`. -/
theorem mode_reciprocity {K : Matrix n n ℝ} (hK : K.IsSymm) {s : ℝ} {m m' u v : n → ℝ}
    (hu : u ∈ modes K m s) (hv : v ∈ modes K m' s) :
    s * ∑ i, (m i - m' i) * (v i * u i) = 0 := by
  have h : v ⬝ᵥ K *ᵥ u = u ⬝ᵥ K *ᵥ v := by
    rw [Matrix.dotProduct_mulVec, ← Matrix.mulVec_transpose, hK.eq, dotProduct_comm]
  simp only [dotProduct, (mem_modes_iff K m s u).1 hu, (mem_modes_iff K m' s v).1 hv] at h
  rw [Finset.mul_sum]
  calc ∑ i, s * ((m i - m' i) * (v i * u i))
      = ∑ i, (v i * (s * (m i * u i)) - u i * (s * (m' i * v i))) :=
        Finset.sum_congr rfl fun i _ => by ring
    _ = 0 := by rw [Finset.sum_sub_distrib, h, sub_self]
```

The hypothesis `hK` enters only in `h`, the equality v·K u = u·K v. Substituting the equations of motion and subtracting gives the identity.

```lean
/-- Let `K` be symmetric, `s ≠ 0`, and let the mass change at the single coordinate `a`. If some
mode at `s` before the change moves `a`, the degeneracy of `s` drops by exactly one. -/
theorem degeneracy_drops_by_one {K : Matrix n n ℝ} (hK : K.IsSymm) {s : ℝ} (hs : s ≠ 0)
    {m m' u : n → ℝ} {a : n} (ha : m a ≠ m' a) (hm : ∀ i, i ≠ a → m i = m' i)
    (hu : u ∈ modes K m s) (hua : u a ≠ 0) :
    finrank ℝ (modes K m' s) + 1 = finrank ℝ (modes K m s) := by
  -- by reciprocity every new mode at `s` leaves `a` at rest
  have hle : modes K m' s ≤ atRest {a} := by
    intro v hv i hi
    rw [Finset.mem_singleton.1 hi]
    have h := mode_reciprocity hK hu hv
    have hsum : ∑ i, (m i - m' i) * (v i * u i) = (m a - m' a) * (v a * u a) :=
      Finset.sum_eq_single a (fun i _ hi => by simp [hm i hi])
        (fun h => absurd (Finset.mem_univ a) h)
    rw [hsum] at h
    have h2 : (s * (m a - m' a) * u a) * v a = 0 := by linear_combination h
    exact (mul_eq_zero.1 h2).resolve_left
      (mul_ne_zero (mul_ne_zero hs (sub_ne_zero.2 ha)) hua)
  have hinf : modes K m' s = modes K m s ⊓ atRest {a} := by
    rw [modes_inf_atRest_eq K s (fun i hi => hm i fun h => hi (Finset.mem_singleton.2 h)),
      inf_eq_left.2 hle]
  -- the old mode `u` is lost
  have hlt : modes K m s ⊓ atRest {a} < modes K m s := by
    refine lt_of_le_of_ne inf_le_left fun h => hua ?_
    have hu' : u ∈ modes K m s ⊓ atRest {a} := by
      rw [h]
      exact hu
    exact hu'.2 a (Finset.mem_singleton_self a)
  have h1 := Submodule.finrank_lt_finrank_of_lt hlt
  have h2 := finrank_le_inf_atRest_add (modes K m s) {a}
  rw [Finset.card_singleton] at h2
  rw [hinf]
  omega

end IsotopeDegeneracy
```

Here `hle` shows that every new mode leaves `a` at rest, `hinf` identifies E' with E ∩ R, and `hlt` records that `u` is lost. A strict inclusion and a loss of at most one leave exactly one. The theorem changes one coordinate, so it suits a chain with one displacement per atom; an isotope in three dimensions changes three.

```lean
#print axioms IsotopeDegeneracy.isotope_degeneracy_bounds
#print axioms IsotopeDegeneracy.one_atom_surviving_mode
#print axioms IsotopeDegeneracy.degeneracy_drops_by_one
```

```
'IsotopeDegeneracy.isotope_degeneracy_bounds' depends on axioms: [propext, Classical.choice, Quot.sound]
'IsotopeDegeneracy.one_atom_surviving_mode' depends on axioms: [propext, Classical.choice, Quot.sound]
'IsotopeDegeneracy.degeneracy_drops_by_one' depends on axioms: [propext, Classical.choice, Quot.sound]
```
